# Energy of a frozen phonon on a harmonic ring

Displace the atoms of a periodic chain with one atom per cell by a cosine wave that has a crest on an atom, and read the force constant of the mode from the energy, taking the average of cos² to be 1/2. At the zone boundary this fails: the displacements alternate between A and −A, the average is 1, and the force constant comes out twice too large. For a stable mode the frequency is then too large by a factor of √2.

## The wave as an eigenvector

Let the ring have N ≥ 1 sites, with real force constants Φ(R) = Φ(−R). For an integer k, amplitude A and phase φ, set

u_n = A cos(2πkn/N + φ),
E = (1/2) Σ_n Σ_m u_n Φ(n−m) u_m,
D(k) = Σ_R Φ(R) cos(2πkR/N).

The claim is that E = N A² D(k)/4 if N does not divide 2k, and E = N A² D(k) cos²φ/2 if it does.

Since Φ is even, the sum over m can be written with m = n+R or with m = n−R. Averaging the two forms gives

Σ_m Φ(n−m) u_m = (1/2) Σ_R Φ(R) (u_{n+R} + u_{n−R}) = D(k) u_n,

because u_{n+R} + u_{n−R} = 2 u_n cos(2πkR/N). Hence

E = (D(k)/2) Σ_n u_n² = (A² D(k)/4) Σ_n [1 + cos(2π(2k)n/N + 2φ)].

## The sum that separates the two cases

Let S = Σ_n cos(2πqn/N + ψ) and α = 2πq/N. Shifting by one site in either direction leaves S unchanged, so adding the two shifted sums gives

2S = 2S cos α.

If N does not divide q, then cos α ≠ 1 and S = 0. If N divides q, every term is cos ψ and S = N cos ψ. Taking q = 2k and ψ = 2φ gives E = N A² D(k)/4 in the first case. In the second,

E = (N A² D(k)/4)(1 + cos 2φ) = N A² D(k) cos²φ/2.

For a second wave v_n = B cos(2πln/N + χ), the eigenvector property gives

E[u+v] = E[u] + E[v] + (1/2)(D(k) + D(l)) Σ_n u_n v_n,
u_n v_n = (AB/2)[cos(2π(k+l)n/N + φ+χ) + cos(2π(k−l)n/N + φ−χ)].

The cross term vanishes when N divides neither k+l nor k−l.

## The ring in Lean

```lean
import Mathlib

open scoped Real

namespace FrozenPhonon

noncomputable section

variable {N : ℕ}
```

Sites are elements of `ZMod N`, so site arithmetic wraps around. The phase uses the representative `n.val`, which runs from 0 to N−1.

```lean
/-- The lattice phase `2πkn/N` of wave number `k` at site `n` of a ring of `N ≥ 1` sites. -/
def phase (k : ℤ) (n : ZMod N) : ℝ := 2 * π * k * n.val / N

/-- The frozen phonon: site `n` is displaced by `A cos(2πkn/N + φ)`, for `N ≥ 1`. -/
def wave (A φ : ℝ) (k : ℤ) (n : ZMod N) : ℝ := A * Real.cos (phase k n + φ)
```

`NeZero N` excludes N = 0, for which `ZMod N` is the infinite set of integers and not a finite ring of sites. The energy is the full double sum, including the on-site term Φ(0), measured from the undisplaced chain.

```lean
variable [NeZero N]

/-- The harmonic energy `(1/2) ∑ u_n Φ(n - m) u_m` of a displacement pattern `u`. -/
def energy (Φ u : ZMod N → ℝ) : ℝ := 1 / 2 * ∑ n, ∑ m, u n * Φ (n - m) * u m

/-- The lattice Fourier sum `D(k) = ∑ Φ(R) cos(2πkR/N)` of the force constants. -/
def dyn (Φ : ZMod N → ℝ) (k : ℤ) : ℝ := ∑ R, Φ R * Real.cos (phase k R)
```

There is one real displacement per site and no anharmonicity. Neither stability nor the acoustic sum rule D(0) = 0 is assumed.

## Moving around the ring

`n.val` is not additive when a sum of sites wraps. The next lemma shows that the mismatch is a whole number of turns, which the cosine ignores.

```lean
/-- In the cosine, the phase of site `n + m` can be replaced by the sum of the phases of `n` and
`m`. -/
theorem cos_phase_add (k : ℤ) (n m : ZMod N) (φ : ℝ) :
    Real.cos (phase k (n + m) + φ) = Real.cos (phase k n + (phase k m + φ)) := by
  have hN : (N : ℝ) * (N : ℝ)⁻¹ = 1 := mul_inv_cancel₀ (Nat.cast_ne_zero.mpr (NeZero.ne N))
  obtain ⟨j, hj⟩ : ∃ j : ℕ, (n + m).val + N * j = n.val + m.val :=
    ⟨(n.val + m.val) / N, by rw [ZMod.val_add]; exact Nat.mod_add_div _ _⟩
  unfold phase
  generalize (n + m).val = c at hj ⊢
  generalize n.val = a at hj ⊢
  generalize m.val = b at hj ⊢
  have hj' : (c : ℝ) + N * j = a + b := by exact_mod_cast hj
  -- the two arguments differ by a whole number of turns
  have h : 2 * π * k * c / N + φ = (2 * π * k * a / N + (2 * π * k * b / N + φ))
      + ((-(k * (j : ℤ)) : ℤ) : ℝ) * (2 * π) := by
    push_cast
    linear_combination (2 * π * k / N) * hj' - 2 * π * k * j * hN
  rw [h, Real.cos_add_int_mul_two_pi]
```

The same periodicity makes the wave constant when N divides q.

```lean
/-- If `N` divides `q`, the wave of wave number `q` has the same value at every site. -/
theorem cos_phase_of_dvd {q : ℤ} (hq : (N : ℤ) ∣ q) (n : ZMod N) (ψ : ℝ) :
    Real.cos (phase q n + ψ) = Real.cos ψ := by
  have hN : (N : ℝ) * (N : ℝ)⁻¹ = 1 := mul_inv_cancel₀ (Nat.cast_ne_zero.mpr (NeZero.ne N))
  obtain ⟨j, rfl⟩ := hq
  unfold phase
  generalize n.val = v
  have h : 2 * π * (((N : ℤ) * j : ℤ) : ℝ) * v / N + ψ
      = ψ + ((j * (v : ℤ) : ℤ) : ℝ) * (2 * π) := by
    push_cast
    linear_combination 2 * π * j * v * hN
  rw [h, Real.cos_add_int_mul_two_pi]
```

The vanishing sum turns on `Equiv.sum_comp`: summing f(e(n)) over all n equals summing f(n) when e is a bijection. Here e is `Equiv.addRight 1`, the shift by one site, and no boundary terms arise because the ring is a group. The lemma `shift` is used at ψ and at ψ − α, which supplies the two shifted sums.

```lean
/-- If `N` does not divide `q`, the wave of wave number `q` sums to zero over the ring. -/
theorem sum_cos_phase {q : ℤ} (hq : ¬ (N : ℤ) ∣ q) (ψ : ℝ) :
    ∑ n : ZMod N, Real.cos (phase q n + ψ) = 0 := by
  have hN : (N : ℝ) ≠ 0 := Nat.cast_ne_zero.mpr (NeZero.ne N)
  have hN1 : N ≠ 1 := by
    intro h
    apply hq
    rw [h]
    simp
  have hlt : 1 < N := by
    have := NeZero.ne N
    omega
  have hval : (1 : ZMod N).val = 1 := by
    rw [ZMod.val_one_eq_one_mod, Nat.mod_eq_of_lt hlt]
  -- the phase advance per site is not a whole number of turns
  have hα : Real.cos (phase q (1 : ZMod N)) ≠ 1 := by
    intro h
    obtain ⟨j, hj⟩ := (Real.cos_eq_one_iff _).mp h
    rw [phase, hval, Nat.cast_one, eq_div_iff hN] at hj
    have h2 : (2 * π : ℝ) ≠ 0 := by positivity
    have h3 : (q : ℝ) = N * j := mul_left_cancel₀ h2 (by linear_combination (-1 : ℝ) * hj)
    exact hq ⟨j, by exact_mod_cast h3⟩
  -- a shift by one site leaves the sum unchanged
  have shift : ∀ χ : ℝ, ∑ n : ZMod N, Real.cos (phase q n + (phase q (1 : ZMod N) + χ))
      = ∑ n : ZMod N, Real.cos (phase q n + χ) := by
    intro χ
    calc ∑ n : ZMod N, Real.cos (phase q n + (phase q (1 : ZMod N) + χ))
        = ∑ n : ZMod N, Real.cos (phase q (n + 1) + χ) :=
          Finset.sum_congr rfl fun n _ => (cos_phase_add q n 1 χ).symm
      _ = ∑ n : ZMod N, Real.cos (phase q n + χ) :=
          Equiv.sum_comp (Equiv.addRight (1 : ZMod N)) (fun n => Real.cos (phase q n + χ))
  generalize phase q (1 : ZMod N) = α at hα shift
  have h1 := shift ψ
  have h2 := shift (ψ - α)
  rw [add_sub_cancel] at h2
  have h3 : ∑ n : ZMod N, Real.cos (phase q n + (α + ψ))
      + ∑ n : ZMod N, Real.cos (phase q n + (ψ - α))
      = 2 * Real.cos α * ∑ n : ZMod N, Real.cos (phase q n + ψ) := by
    rw [← Finset.sum_add_distrib, Finset.mul_sum]
    refine Finset.sum_congr rfl fun n _ => ?_
    rw [show phase q n + (α + ψ) = (phase q n + ψ) + α by ring,
      show phase q n + (ψ - α) = (phase q n + ψ) - α by ring,
      Real.cos_add (phase q n + ψ) α, Real.cos_sub (phase q n + ψ) α]
    ring
  have h4 : (Real.cos α - 1) * ∑ n : ZMod N, Real.cos (phase q n + ψ) = 0 := by
    linear_combination (-1 / 2 : ℝ) * h3 + (1 / 2 : ℝ) * h1 - (1 / 2 : ℝ) * h2
  exact (mul_eq_zero.mp h4).resolve_left (sub_ne_zero.mpr hα)
```

The same device, with `Equiv.addLeft n` and `Equiv.subLeft n`, counts neighbours to the right and to the left. The hypothesis `hΦ` expresses the symmetry of second derivatives of the energy in a translation-invariant chain.

```lean
/-- For even force constants, the force-constant matrix multiplies a frozen phonon of wave
number `k` by `D(k)`. -/
theorem force_wave {Φ : ZMod N → ℝ} (hΦ : ∀ R, Φ (-R) = Φ R) (A φ : ℝ) (k : ℤ)
    (n : ZMod N) : ∑ m, Φ (n - m) * wave A φ k m = dyn Φ k * wave A φ k n := by
  -- count the neighbours once to the right and once to the left
  have h1 : ∑ m, Φ (n - m) * wave A φ k m = ∑ R, Φ R * wave A φ k (n + R) := by
    refine (Equiv.sum_comp (Equiv.addLeft n)
      (fun m => Φ (n - m) * wave A φ k m)).symm.trans (Finset.sum_congr rfl fun R _ => ?_)
    show Φ (n - (n + R)) * wave A φ k (n + R) = _
    rw [show n - (n + R) = -R by abel, hΦ]
  have h2 : ∑ m, Φ (n - m) * wave A φ k m = ∑ R, Φ R * wave A φ k (n - R) := by
    refine (Equiv.sum_comp (Equiv.subLeft n)
      (fun m => Φ (n - m) * wave A φ k m)).symm.trans (Finset.sum_congr rfl fun R _ => ?_)
    show Φ (n - (n - R)) * wave A φ k (n - R) = _
    rw [sub_sub_cancel]
  have h3 : ∑ R, Φ R * wave A φ k (n + R) + ∑ R, Φ R * wave A φ k (n - R)
      = 2 * (dyn Φ k * wave A φ k n) := by
    rw [← Finset.sum_add_distrib, dyn, Finset.sum_mul, Finset.mul_sum]
    refine Finset.sum_congr rfl fun R _ => ?_
    have hs := cos_phase_add k (n - R) R (φ - phase k R)
    rw [sub_add_cancel, add_sub_cancel] at hs
    simp only [wave]
    rw [cos_phase_add k n R φ, ← hs,
      show phase k n + (phase k R + φ) = (phase k n + φ) + phase k R by ring,
      show phase k n + (φ - phase k R) = (phase k n + φ) - phase k R by ring,
      Real.cos_add (phase k n + φ) (phase k R), Real.cos_sub (phase k n + φ) (phase k R)]
    ring
  linarith
```

## The energies

```lean
/-- The harmonic energy is half the sum of each displacement times the force-constant matrix
applied to the pattern at that site. -/
theorem energy_eq_force (Φ u : ZMod N → ℝ) :
    energy Φ u = 1 / 2 * ∑ n, u n * ∑ m, Φ (n - m) * u m := by
  simp only [energy, Finset.mul_sum, mul_assoc]
```

In the main theorem, `hsq` is the double-angle step and `split_ifs` separates the two values of the sum.

```lean
/-- Energy of a frozen phonon of amplitude `A` and phase `φ`: it is `N A² D(k) / 4`, except
when `2k` is zero modulo `N`, where it is `N A² D(k) cos²φ / 2`. -/
theorem frozen_phonon_energy {Φ : ZMod N → ℝ} (hΦ : ∀ R, Φ (-R) = Φ R) (A φ : ℝ) (k : ℤ) :
    energy Φ (wave A φ k) =
      if (N : ℤ) ∣ 2 * k then N * A ^ 2 * dyn Φ k / 2 * Real.cos φ ^ 2
      else N * A ^ 2 * dyn Φ k / 4 := by
  -- the squared wave is a constant plus a wave of wave number 2k
  have hsq : ∀ n : ZMod N, wave A φ k n * (dyn Φ k * wave A φ k n)
      = dyn Φ k * A ^ 2 / 2 * (1 + Real.cos (phase (2 * k) n + 2 * φ)) := by
    intro n
    have h : phase (2 * k) n + 2 * φ = 2 * (phase k n + φ) := by
      simp only [phase]
      push_cast
      ring
    rw [h, Real.cos_two_mul]
    simp only [wave]
    ring
  rw [energy_eq_force]
  simp only [force_wave hΦ, hsq]
  rw [← Finset.mul_sum, Finset.sum_add_distrib]
  split_ifs with h
  · simp only [cos_phase_of_dvd h, Real.cos_two_mul, Finset.sum_const, Finset.card_univ,
      ZMod.card, nsmul_eq_mul]
    ring
  · rw [sum_cos_phase h]
    simp only [Finset.sum_const, Finset.card_univ, ZMod.card, nsmul_eq_mul]
    ring
```

Setting φ = 0 gives the pure cosine. For N = 1 and N = 2, every k falls in the first branch.

```lean
/-- For the displacements `u_n = A cos(2πkn/N)` the energy is `N A² D(k) / 2` when `2k` is zero
modulo `N`, and `N A² D(k) / 4` otherwise. -/
theorem cosine_phonon_energy {Φ : ZMod N → ℝ} (hΦ : ∀ R, Φ (-R) = Φ R) (A : ℝ) (k : ℤ) :
    energy Φ (fun n => A * Real.cos (2 * π * k * n.val / N)) =
      if (N : ℤ) ∣ 2 * k then N * A ^ 2 * dyn Φ k / 2 else N * A ^ 2 * dyn Φ k / 4 := by
  have e : (fun n : ZMod N => A * Real.cos (2 * π * k * n.val / N)) = wave A 0 k := by
    funext n
    simp only [wave, phase, add_zero]
  rw [e, frozen_phonon_energy hΦ]
  simp only [Real.cos_zero, one_pow, mul_one]
```

Orthogonality follows from the product formula, and additivity from orthogonality.

```lean
/-- Two frozen phonons are orthogonal when neither the sum nor the difference of their wave
numbers is zero modulo `N`. -/
theorem wave_orthogonal {k l : ℤ} (hs : ¬ (N : ℤ) ∣ k + l) (hd : ¬ (N : ℤ) ∣ k - l)
    (A B φ χ : ℝ) : ∑ n : ZMod N, wave A φ k n * wave B χ l n = 0 := by
  have e : ∀ n : ZMod N, wave A φ k n * wave B χ l n = A * B / 2 *
      (Real.cos (phase (k + l) n + (φ + χ)) + Real.cos (phase (k - l) n + (φ - χ))) := by
    intro n
    have h1 : phase (k + l) n + (φ + χ) = (phase k n + φ) + (phase l n + χ) := by
      simp only [phase]
      push_cast
      ring
    have h2 : phase (k - l) n + (φ - χ) = (phase k n + φ) - (phase l n + χ) := by
      simp only [phase]
      push_cast
      ring
    rw [h1, h2, Real.cos_add (phase k n + φ), Real.cos_sub (phase k n + φ)]
    simp only [wave]
    ring
  simp only [e]
  rw [← Finset.mul_sum, Finset.sum_add_distrib, sum_cos_phase hs, sum_cos_phase hd]
  ring

/-- The energy of two superposed frozen phonons is the sum of their separate energies when
neither the sum nor the difference of their wave numbers is zero modulo `N`. -/
theorem energy_superposition {Φ : ZMod N → ℝ} (hΦ : ∀ R, Φ (-R) = Φ R) {k l : ℤ}
    (hs : ¬ (N : ℤ) ∣ k + l) (hd : ¬ (N : ℤ) ∣ k - l) (A B φ χ : ℝ) :
    energy Φ (fun n => wave A φ k n + wave B χ l n)
      = energy Φ (wave A φ k) + energy Φ (wave B χ l) := by
  have hn : ∀ n : ZMod N, (wave A φ k n + wave B χ l n) *
      ∑ m, Φ (n - m) * (wave A φ k m + wave B χ l m)
      = wave A φ k n * (dyn Φ k * wave A φ k n) + wave B χ l n * (dyn Φ l * wave B χ l n)
        + (dyn Φ k + dyn Φ l) * (wave A φ k n * wave B χ l n) := by
    intro n
    simp only [mul_add, Finset.sum_add_distrib, force_wave hΦ]
    ring
  simp only [energy_eq_force, hn, force_wave hΦ]
  -- the cross term vanishes by orthogonality
  rw [Finset.sum_add_distrib, Finset.sum_add_distrib, ← Finset.mul_sum,
    wave_orthogonal hs hd]
  ring

end

end FrozenPhonon
```

```lean
#print axioms FrozenPhonon.frozen_phonon_energy
-- 'FrozenPhonon.frozen_phonon_energy' depends on axioms: [propext, Classical.choice, Quot.sound]
#print axioms FrozenPhonon.cosine_phonon_energy
-- 'FrozenPhonon.cosine_phonon_energy' depends on axioms: [propext, Classical.choice, Quot.sound]
#print axioms FrozenPhonon.energy_superposition
-- 'FrozenPhonon.energy_superposition' depends on axioms: [propext, Classical.choice, Quot.sound]
```

## Reading D(k) from a supercell energy

For this one-dimensional harmonic model, a frozen-phonon calculation fits the supercell energy at small A to E₀ + cA². With φ = 0, the conversion is

D(k) = 2c/N if (2k) mod N = 0, otherwise D(k) = 4c/N,

and ω² = D(k)/M for equal masses M. With N = 4, the pattern for k = 1 is A, 0, −A, 0, with Σ u_n² = 2A²; for k = 2 it is A, −A, A, −A, with Σ u_n² = 4A².
